# The energy of a primitive Gaussian centred in an isotropic harmonic trap follows a cosh law in the logarithm of its exponent

For a single particle in an isotropic harmonic trap, one primitive Gaussian with a spherical harmonic as its angular part, placed at the centre of the trap, gives the exact lowest energy of its angular momentum at one exponent and a higher energy at any other. A given deviation in the logarithm of the exponent causes the same relative energy error for every angular momentum.

In atomic units, and for a particle with the mass of an electron, let $w>0$ be the trap frequency, $l=0,1,2,\dots$ the angular momentum and $a>0$ the exponent of the radial function $R(r)=r^l e^{-ar^2}$. With the radial Hamiltonian

$$HR=-\tfrac12\Big(R''+\tfrac2r R'\Big)+\frac{l(l+1)}{2r^2}R+\frac{w^2r^2}{2}R,$$

the claim is

$$E(a)=\frac{\int_0^\infty R\,(HR)\,r^2\,dr}{\int_0^\infty R^2r^2\,dr}=\Big(l+\tfrac32\Big)\,w\cosh\Big(\ln\frac{2a}{w}\Big).$$

## From the derivatives to the cosh

The first derivative is $R'=(l/r-2ar)R$. Differentiating again gives

$$R''=\Big[-\frac{l}{r^2}-2a+\Big(\frac lr-2ar\Big)^2\Big]R=\Big[\frac{l(l-1)}{r^2}-(4l+2)a+4a^2r^2\Big]R.$$

Adding $2R'/r=(2l/r^2-4a)R$ turns the first coefficient into $l(l+1)$, so the centrifugal term cancels:

$$HR=\Big[(2l+3)a+\Big(\frac{w^2}{2}-2a^2\Big)r^2\Big]R.$$

At $a=w/2$ the $r^2$ term vanishes, and $R$ solves the radial equation with energy $(l+\tfrac32)w$.

For other exponents we need the moments, for $b>0$ and $n=0,1,2,\dots$,

$$M_n=\int_0^\infty r^n e^{-br^2}dr=\tfrac12\,b^{-(n+1)/2}\,\Gamma\Big(\frac{n+1}{2}\Big).$$

Since $\Gamma(s+1)=s\Gamma(s)$, they satisfy $M_{n+2}=\frac{n+1}{2b}M_n$. The density $R^2r^2$ has $b=2a$ and $n=2l+2$, so the mean of $r^2$ is $(2l+3)/(4a)$. Hence

$$E(a)=(2l+3)a+\Big(\frac{w^2}{2}-2a^2\Big)\frac{2l+3}{4a}=\Big(l+\tfrac32\Big)\Big(a+\frac{w^2}{4a}\Big),$$

where, in the last bracket, $a$ comes from the kinetic energy and $w^2/(4a)$ from the potential energy. With $x=2a/w$, this bracket is $w(x+1/x)/2=w\cosh(\ln x)$, which proves the claim.

The error relative to $E(w/2)=(l+\tfrac32)w$ is therefore $\cosh(\ln(2a/w))-1$, without $l$. Two exponents $a,b>0$ give equal errors when $a/w+w/(4a)=b/w+w/(4b)$. Multiplication by $4abw$ and rearrangement give $(a-b)(4ab-w^2)=0$. The case $4ab=w^2$ means $\ln(2b/w)=-\ln(2a/w)$.

For example, take $w=1$ and $a=1$. Then $a+w^2/(4a)=1.25$, so the energy is $1.875$ instead of $1.5$ for $l=0$, and $3.125$ instead of $2.5$ for $l=1$. Both errors are 25 %. The reflected exponent $a=1/4$ gives $0.25+1=1.25$ again.

## The radial model in Lean

```lean
import Mathlib

open MeasureTheory Set

namespace GaussianInHarmonicTrap

noncomputable section
```

The primitive is left unnormalised, with `l` a natural number and `a` real.

```lean
/-- The radial part `r^l exp(-a r²)` of a primitive Gaussian with exponent `a`. -/
def gto (l : ℕ) (a r : ℝ) : ℝ := r ^ l * Real.exp (-a * r ^ 2)
```

The Hamiltonian acts through `deriv`, which is the derivative wherever the function it receives is differentiable, and zero elsewhere. The angular part of the orbital, a spherical harmonic, enters only through the centrifugal term. A Cartesian primitive such as $x^2e^{-ar^2}$ mixes $l=0$ and $l=2$ and is not covered.

```lean
/-- The radial Hamiltonian of the isotropic trap `w² r² / 2` for angular momentum `l`, in atomic
units, applied to a radial function `R` that is twice differentiable at the radius `r > 0`. -/
def trapH (l : ℕ) (w : ℝ) (R : ℝ → ℝ) (r : ℝ) : ℝ :=
  -(1 / 2) * (deriv (deriv R) r + 2 / r * deriv R r)
    + l * (l + 1) / (2 * r ^ 2) * R r + w ^ 2 * r ^ 2 / 2 * R r
```

The energy is a quotient of integrals over `Ioi 0`, the open half-line $r>0$. Dividing by the squared norm makes normalisation of `R` unnecessary.

```lean
/-- The energy expectation value of a radial function `R` with weight `r²`, for a nonzero `R` in the
domain of the radial Hamiltonian that is twice differentiable at every `r > 0`. -/
def energy (l : ℕ) (w : ℝ) (R : ℝ → ℝ) : ℝ :=
  (∫ r in Ioi (0 : ℝ), R r * trapH l w R r * r ^ 2) / ∫ r in Ioi (0 : ℝ), R r ^ 2 * r ^ 2
```

The reference for the relative error is the energy at exponent `w / 2`. Oscillator theory identifies this as the lowest level for the given $l$, a fact that the definition doesn't need.

```lean
/-- The relative energy error of the exponent `a`, measured against the exponent `w / 2`, for
`a > 0` and a trap frequency `w > 0`. -/
def relError (l : ℕ) (w a : ℝ) : ℝ :=
  (energy l w (gto l a) - energy l w (gto l (w / 2))) / energy l w (gto l (w / 2))
```

## The Hamiltonian acting on a primitive

The first lemma is the product rule for $r^l$ and the exponential. The power rule produces $l\,r^{l-1}$, which `h3` rewrites as $(l/r)\,r^l$, treating $l=0$ separately.

```lean
/-- Away from the origin, the logarithmic derivative of a primitive Gaussian is
`l / r - 2 a r`. -/
theorem hasDerivAt_gto (l : ℕ) (a : ℝ) {r : ℝ} (hr : r ≠ 0) :
    HasDerivAt (gto l a) ((l / r - 2 * a * r) * gto l a r) r := by
  have h1 : HasDerivAt (fun x : ℝ => x ^ l) (l * r ^ (l - 1)) r := hasDerivAt_pow l r
  have h2 : HasDerivAt (fun x : ℝ => Real.exp (-a * x ^ 2))
      (Real.exp (-a * r ^ 2) * (-a * (2 * r))) r :=
    ((hasDerivAt_pow 2 r).const_mul (-a)).exp.congr_deriv (by norm_num)
  have h3 : (l : ℝ) * r ^ (l - 1) = l / r * r ^ l := by
    cases l with
    | zero => simp
    | succ n =>
      rw [Nat.add_sub_cancel, pow_succ]
      field_simp
  have h := h1.fun_mul h2
  rw [h3] at h
  refine h.congr_deriv ?_
  simp only [gto]
  ring
```

For the second derivative, the formula for $R'$ must hold in a neighbourhood of $r$ and not only at $r$. This is what `hd` states. Then `h1` differentiates the factor $l/r-2ar$, `h2` applies the product rule, and `field_simp` and `ring` carry out the cancellation in $1/r^2$.

```lean
/-- The trap Hamiltonian multiplies a primitive Gaussian by a constant plus a multiple
of `r²`, at every radius `r ≠ 0`. -/
theorem trapH_gto (l : ℕ) (a w : ℝ) {r : ℝ} (hr : r ≠ 0) :
    trapH l w (gto l a) r
      = ((2 * l + 3) * a + (w ^ 2 / 2 - 2 * a ^ 2) * r ^ 2) * gto l a r := by
  have hd : deriv (gto l a) =ᶠ[nhds r] fun x => ((l : ℝ) / x - 2 * a * x) * gto l a x := by
    filter_upwards [isOpen_ne.mem_nhds hr] with x hx
    exact (hasDerivAt_gto l a hx).deriv
  have h1 : HasDerivAt (fun x : ℝ => (l : ℝ) / x - 2 * a * x) (-(l : ℝ) / r ^ 2 - 2 * a) r := by
    have h := ((hasDerivAt_inv hr).const_mul (l : ℝ)).fun_sub
      ((hasDerivAt_id' r).const_mul (2 * a))
    simp only [div_eq_mul_inv]
    refine h.congr_deriv ?_
    ring
  have h2 : deriv (fun x => ((l : ℝ) / x - 2 * a * x) * gto l a x) r
      = (-(l : ℝ) / r ^ 2 - 2 * a) * gto l a r
        + (l / r - 2 * a * r) * ((l / r - 2 * a * r) * gto l a r) :=
    (h1.fun_mul (hasDerivAt_gto l a hr)).deriv
  -- the centrifugal term cancels against the kinetic terms in `1 / r²`
  unfold trapH
  rw [hd.deriv_eq, h2, (hasDerivAt_gto l a hr).deriv]
  field_simp
  ring
```

Substituting $a=w/2$ gives the eigenvalue equation at every $r\neq0$. The theorem holds for every real `w`, but the function is square-integrable, and so a bound state, only for $w>0$. The behaviour of the full three-dimensional orbital at the origin is not addressed.

```lean
/-- With exponent `w / 2` the primitive Gaussian solves the radial Schrödinger equation of
the trap with energy `(l + 3/2) w`, at every radius `r ≠ 0`. -/
theorem trapH_gto_exact (l : ℕ) (w : ℝ) {r : ℝ} (hr : r ≠ 0) :
    trapH l w (gto l (w / 2)) r = (l + 3 / 2) * w * gto l (w / 2) r := by
  rw [trapH_gto l (w / 2) w hr]
  ring
```

## Moments and the energy

The moment formula is a Mathlib integral with real powers, specialised to natural ones.

```lean
/-- The radial moments of a Gaussian with exponent `b > 0`, in terms of the Gamma function. -/
theorem gaussian_moment {b : ℝ} (hb : 0 < b) (n : ℕ) :
    ∫ r in Ioi (0 : ℝ), r ^ n * Real.exp (-b * r ^ 2)
      = b ^ (-((n : ℝ) + 1) / 2) * (1 / 2) * Real.Gamma (((n : ℝ) + 1) / 2) := by
  have hn : (-1 : ℝ) < n := by
    have := n.cast_nonneg (α := ℝ)
    linarith
  have h := integral_rpow_mul_exp_neg_mul_rpow (p := 2) two_pos hn hb
  simpa only [Real.rpow_natCast, Real.rpow_two] using h
```

The recursion comes from shifting the argument of the Gamma function by one and the exponent of `b` by minus one.

```lean
/-- Two more powers of `r` multiply a radial moment of a Gaussian with exponent `b > 0`
by `(n + 1) / (2 b)`. -/
theorem gaussian_moment_add_two {b : ℝ} (hb : 0 < b) (n : ℕ) :
    ∫ r in Ioi (0 : ℝ), r ^ (n + 2) * Real.exp (-b * r ^ 2)
      = ((n : ℝ) + 1) / (2 * b) * ∫ r in Ioi (0 : ℝ), r ^ n * Real.exp (-b * r ^ 2) := by
  rw [gaussian_moment hb, gaussian_moment hb]
  have e1 : (((n + 2 : ℕ) : ℝ) + 1) / 2 = ((n : ℝ) + 1) / 2 + 1 := by push_cast; ring
  have e2 : -(((n + 2 : ℕ) : ℝ) + 1) / 2 = -((n : ℝ) + 1) / 2 - 1 := by push_cast; ring
  rw [e1, e2, Real.Gamma_add_one (by positivity), Real.rpow_sub_one hb.ne']
  ring
```

In the energy theorem, `hsq` identifies $R^2r^2$ as $r^{2l+2}e^{-2ar^2}$. The integrability statement `hI` allows `hnum` to split the numerator into two moments, and the recursion reduces the second to the first. Their common factor, called `M`, is positive by `hM` and cancels from the quotient. No sign condition on `w` is needed here, because only $w^2$ occurs.

```lean
/-- The energy of a primitive Gaussian with exponent `a > 0` in the trap is
`(l + 3/2) (a + w² / (4 a))`. -/
theorem energy_gto (l : ℕ) (w : ℝ) {a : ℝ} (ha : 0 < a) :
    energy l w (gto l a) = (l + 3 / 2) * (a + w ^ 2 / (4 * a)) := by
  have hb : 0 < 2 * a := by positivity
  have hI : ∀ n : ℕ, IntegrableOn
      (fun r : ℝ => r ^ n * Real.exp (-(2 * a) * r ^ 2)) (Ioi 0) := fun n => by
    have hn : (-1 : ℝ) < n := by
      have := n.cast_nonneg (α := ℝ)
      linarith
    simpa only [Real.rpow_natCast] using integrableOn_rpow_mul_exp_neg_mul_sq hb hn
  have hsq : ∀ r : ℝ, gto l a r ^ 2 * r ^ 2
      = r ^ (2 * l + 2) * Real.exp (-(2 * a) * r ^ 2) := fun r => by
    have he : Real.exp (-(2 * a) * r ^ 2) = Real.exp (-a * r ^ 2) ^ 2 := by
      rw [← Real.exp_nat_mul]
      congr 1
      push_cast
      ring
    rw [he]
    unfold gto
    ring
  -- the energy integral is a combination of two neighbouring moments
  have hnum : ∫ r in Ioi (0 : ℝ), gto l a r * trapH l w (gto l a) r * r ^ 2
      = (2 * l + 3) * a * (∫ r in Ioi (0 : ℝ), r ^ (2 * l + 2) * Real.exp (-(2 * a) * r ^ 2))
        + (w ^ 2 / 2 - 2 * a ^ 2)
          * ∫ r in Ioi (0 : ℝ), r ^ (2 * l + 2 + 2) * Real.exp (-(2 * a) * r ^ 2) := by
    have i1 := Integrable.const_mul (hI (2 * l + 2)) ((2 * l + 3) * a)
    have i2 := Integrable.const_mul (hI (2 * l + 2 + 2)) (w ^ 2 / 2 - 2 * a ^ 2)
    rw [← integral_const_mul, ← integral_const_mul, ← integral_add i1 i2]
    refine setIntegral_congr_fun measurableSet_Ioi fun r hr => ?_
    rw [trapH_gto l a w (Set.mem_Ioi.mp hr).ne']
    linear_combination ((2 * l + 3) * a + (w ^ 2 / 2 - 2 * a ^ 2) * r ^ 2) * hsq r
  have hM : 0 < ∫ r in Ioi (0 : ℝ), r ^ (2 * l + 2) * Real.exp (-(2 * a) * r ^ 2) := by
    rw [gaussian_moment hb]
    have hG := Real.Gamma_pos_of_pos (s := (((2 * l + 2 : ℕ) : ℝ) + 1) / 2) (by positivity)
    positivity
  unfold energy
  rw [hnum, gaussian_moment_add_two hb (2 * l + 2)]
  simp only [hsq]
  generalize (∫ r in Ioi (0 : ℝ), r ^ (2 * l + 2) * Real.exp (-(2 * a) * r ^ 2)) = M at hM ⊢
  rw [div_eq_iff hM.ne']
  push_cast
  field_simp
  ring
```

## The cosh law and the symmetry of the error

The next lemma writes the cosh as half the sum of $2a/w$ and its inverse.

```lean
/-- The hyperbolic cosine of `ln(2a/w)` as a rational function of `a, w > 0`. -/
theorem cosh_log_ratio {a w : ℝ} (ha : 0 < a) (hw : 0 < w) :
    Real.cosh (Real.log (2 * a / w)) = (4 * a ^ 2 + w ^ 2) / (4 * a * w) := by
  rw [Real.cosh_eq, Real.exp_neg, Real.exp_log (by positivity)]
  field_simp
  ring
```

Combining it with the energy formula gives the main result.

```lean
/-- A primitive Gaussian with exponent `a > 0` has energy `(l + 3/2) w cosh(ln(2a/w))` in the
isotropic harmonic trap of frequency `w > 0`. -/
theorem energy_gto_eq_cosh (l : ℕ) {a w : ℝ} (ha : 0 < a) (hw : 0 < w) :
    energy l w (gto l a) = (l + 3 / 2) * w * Real.cosh (Real.log (2 * a / w)) := by
  rw [energy_gto l w ha, cosh_log_ratio ha hw]
  field_simp
```

Here the sign of `w` does matter. For $w=-1$, $a=\tfrac12$ and $l=0$ the energy is $\tfrac32$. The real logarithm of $2a/w=-1$ is undefined on paper, but Lean's `Real.log` gives it the value 0, so the right-hand side in Lean is $-\tfrac32$. The hypothesis `hw` excludes such cases.

For the relative error, the law is used at `a` and at `w / 2`, where the logarithm is zero and the cosh is one. The common factor $(l+\tfrac32)w$ is nonzero by `hK` and cancels.

```lean
/-- For `a, w > 0` the relative energy error is `cosh(ln(2a/w)) - 1`, whatever the angular
momentum. -/
theorem relError_eq_cosh (l : ℕ) {a w : ℝ} (ha : 0 < a) (hw : 0 < w) :
    relError l w a = Real.cosh (Real.log (2 * a / w)) - 1 := by
  have hK : ((l : ℝ) + 3 / 2) * w ≠ 0 := by positivity
  have h1 : 2 * (w / 2) / w = 1 := by field_simp
  unfold relError
  rw [energy_gto_eq_cosh l ha hw, energy_gto_eq_cosh l (half_pos hw) hw, h1, Real.log_one,
    Real.cosh_zero, mul_one, sub_div, mul_div_cancel_left₀ _ hK, div_self hK]
```

The last theorem allows different angular momenta `l` and `l'` on the two sides. In the forward direction, `h4` is the difference of the errors, multiplied by $16abw^2$ and factorised, and a vanishing product gives the two cases. The converse substitutes each case back.

```lean
/-- Two positive exponents, for any two angular momenta, have the same relative error in a trap
with `w > 0` exactly when they are equal or their product is `w² / 4`. -/
theorem relError_eq_iff (l l' : ℕ) {a b w : ℝ} (ha : 0 < a) (hb : 0 < b) (hw : 0 < w) :
    relError l w a = relError l' w b ↔ a = b ∨ 4 * a * b = w ^ 2 := by
  rw [relError_eq_cosh l ha hw, relError_eq_cosh l' hb hw, sub_left_inj,
    cosh_log_ratio ha hw, cosh_log_ratio hb hw, div_eq_div_iff (by positivity) (by positivity)]
  constructor
  · intro h
    -- the difference of the two errors factorises
    have h4 : 4 * w * ((a - b) * (4 * a * b - w ^ 2)) = 0 := by linear_combination h
    have h5 := (mul_eq_zero.mp h4).resolve_left (by positivity)
    rcases mul_eq_zero.mp h5 with h6 | h6
    · exact Or.inl (sub_eq_zero.mp h6)
    · exact Or.inr (sub_eq_zero.mp h6)
  · rintro (rfl | h)
    · rfl
    · linear_combination 4 * w * (a - b) * h

end

end GaussianInHarmonicTrap
```

```lean
#print axioms GaussianInHarmonicTrap.trapH_gto_exact
#print axioms GaussianInHarmonicTrap.energy_gto_eq_cosh
#print axioms GaussianInHarmonicTrap.relError_eq_iff
```

```
'GaussianInHarmonicTrap.trapH_gto_exact' depends on axioms: [propext, Classical.choice, Quot.sound]
'GaussianInHarmonicTrap.energy_gto_eq_cosh' depends on axioms: [propext, Classical.choice, Quot.sound]
'GaussianInHarmonicTrap.relError_eq_iff' depends on axioms: [propext, Classical.choice, Quot.sound]
```

These theorems concern one primitive at a time in an isotropic trap. Linear combinations of primitives and interacting particles need a separate treatment, and the error there need not follow this law.
